# With equal Gram matrices, replacing pseudo functions by their partners is an isometry of spans

A pseudo state is described here by coefficients in a finite family of pseudo functions $t_i$, possibly linearly dependent, and the match between these functions and their partners $a_i$ is assumed as equality of all overlaps. Under that hypothesis the replacement $\sum_i c_i t_i \mapsto \sum_i c_i a_i$ is a well-defined isometry, and an error in the pseudo state gives a bounded error in $\langle u,Au\rangle$, where $u$ is the restored state, not necessarily normalised, and $A$ is any bounded operator.

```lean
import Mathlib

open scoped InnerProductSpace

namespace PseudoRestoration

noncomputable section

variable {ι E F : Type*} [NormedAddCommGroup E] [InnerProductSpace ℂ E]
  [NormedAddCommGroup F] [InnerProductSpace ℂ F]

/-- The pseudo functions `t i` and their partners `a i` have equal Gram (overlap) matrices. -/
def SameGram (t : ι → E) (a : ι → F) : Prop :=
  ∀ i j, ⟪t i, t j⟫_ℂ = ⟪a i, a j⟫_ℂ

variable [Fintype ι]

/-- The state `∑ i, c i • f i` built from the functions `f i`, as a linear map of the
coefficients `c`. -/
def combine (f : ι → E) : (ι → ℂ) →ₗ[ℂ] E where
  toFun c := ∑ i, c i • f i
  map_add' c d := by simp [add_smul, Finset.sum_add_distrib]
  map_smul' z c := by simp [Finset.smul_sum, mul_smul]

/-- The states that can be built from the functions `f i` are exactly those in their span. -/
theorem range_combine (f : ι → E) :
    LinearMap.range (combine f) = Submodule.span ℂ (Set.range f) := by
  classical
  apply le_antisymm
  · rintro _ ⟨c, rfl⟩
    exact Submodule.sum_mem _ fun i _ =>
      Submodule.smul_mem _ _ (Submodule.subset_span ⟨i, rfl⟩)
  · refine Submodule.span_le.2 ?_
    rintro _ ⟨i, rfl⟩
    exact ⟨Pi.single i 1, by simp [combine, Pi.single_apply, ite_smul]⟩

/-- If the Gram matrices are equal, the overlap of two pseudo states equals the overlap of the
restored states with the same coefficients. -/
theorem inner_combine {t : ι → E} {a : ι → F} (h : SameGram t a) (c d : ι → ℂ) :
    ⟪combine t c, combine t d⟫_ℂ = ⟪combine a c, combine a d⟫_ℂ := by
  have h' : ∀ i j, ⟪t i, t j⟫_ℂ = ⟪a i, a j⟫_ℂ := h
  change ⟪∑ i, c i • t i, ∑ i, d i • t i⟫_ℂ = ⟪∑ i, c i • a i, ∑ i, d i • a i⟫_ℂ
  simp only [sum_inner, inner_sum, inner_smul_left, inner_smul_right, h']

/-- The Gram matrices are equal if and only if every pseudo state has the same norm as the
combination of partners with the same coefficients. -/
theorem sameGram_iff_norm (t : ι → E) (a : ι → F) :
    SameGram t a ↔ ∀ c, ‖combine t c‖ = ‖combine a c‖ := by
  classical
  constructor
  · intro h c
    rw [norm_eq_sqrt_re_inner (𝕜 := ℂ) (combine t c),
      norm_eq_sqrt_re_inner (𝕜 := ℂ) (combine a c), inner_combine h]
  · intro h i j
    -- polarization turns equal norms into equal overlaps
    have key : ∀ c d, ⟪combine t c, combine t d⟫_ℂ = ⟪combine a c, combine a d⟫_ℂ := by
      intro c d
      rw [inner_eq_sum_norm_sq_div_four, inner_eq_sum_norm_sq_div_four]
      simp only [← map_smul, ← map_add, ← map_sub, h]
    have ht : ∀ k, combine t (Pi.single k 1) = t k := fun k => by
      simp [combine, Pi.single_apply, ite_smul]
    have ha : ∀ k, combine a (Pi.single k 1) = a k := fun k => by
      simp [combine, Pi.single_apply, ite_smul]
    have hij := key (Pi.single i 1) (Pi.single j 1)
    rwa [ht, ht, ha, ha] at hij

/-- If the Gram matrices are equal, two sets of coefficients give the same pseudo state exactly
when they give the same restored state. -/
theorem combine_eq_iff {t : ι → E} {a : ι → F} (h : SameGram t a) (c d : ι → ℂ) :
    combine t c = combine t d ↔ combine a c = combine a d := by
  have hn := (sameGram_iff_norm t a).1 h (c - d)
  rw [map_sub, map_sub] at hn
  rw [← sub_eq_zero, ← norm_eq_zero, hn, norm_eq_zero, sub_eq_zero]

/-- If the Gram matrices are equal, there is exactly one isometric isomorphism from the span of
the pseudo functions onto the span of the partners that sends each `∑ i, c i • t i` to
`∑ i, c i • a i`. -/
theorem existsUnique_restoration {t : ι → E} {a : ι → F} (h : SameGram t a) :
    ∃! R : Submodule.span ℂ (Set.range t) ≃ₗᵢ[ℂ] Submodule.span ℂ (Set.range a),
      ∀ (x : Submodule.span ℂ (Set.range t)) (c : ι → ℂ),
        (x : E) = combine t c → (R x : F) = combine a c := by
  -- choose coefficients for every pseudo state; the choice does not matter
  have hex : ∀ x : Submodule.span ℂ (Set.range t), ∃ c, combine t c = (x : E) :=
    fun x => LinearMap.mem_range.1 ((range_combine t).ge x.2)
  choose g hg using hex
  have wd : ∀ c d, combine t c = combine t d → combine a c = combine a d :=
    fun c d => (combine_eq_iff h c d).1
  let R : Submodule.span ℂ (Set.range t) →ₗᵢ[ℂ] Submodule.span ℂ (Set.range a) :=
    { toFun := fun x => ⟨combine a (g x), (range_combine a).le ⟨_, rfl⟩⟩
      map_add' := fun x y => Subtype.ext (by
        change combine a (g (x + y)) = combine a (g x) + combine a (g y)
        rw [← map_add]
        apply wd
        simp only [map_add, hg, Submodule.coe_add])
      map_smul' := fun z x => Subtype.ext (by
        change combine a (g (z • x)) = z • combine a (g x)
        rw [← map_smul]
        apply wd
        simp only [map_smul, hg, Submodule.coe_smul])
      norm_map' := fun x => by
        change ‖combine a (g x)‖ = ‖(x : E)‖
        rw [← (sameGram_iff_norm t a).1 h, hg] }
  have hsurj : Function.Surjective R := by
    intro y
    obtain ⟨c, hc⟩ := LinearMap.mem_range.1 ((range_combine a).ge y.2)
    exact ⟨⟨combine t c, (range_combine t).le ⟨c, rfl⟩⟩,
      Subtype.ext ((wd _ _ (hg _)).trans hc)⟩
  refine ⟨LinearIsometryEquiv.ofSurjective R hsurj, fun x c hx => ?_, fun S hS => ?_⟩
  · change combine a (g x) = combine a c
    exact wd _ _ ((hg x).trans hx)
  · exact LinearIsometryEquiv.ext fun x => Subtype.ext (hS x (g x) (hg x).symm)

/-- For a bounded operator `A` and vectors `u`, `v` at distance at most `ε`, not necessarily
normalised, `⟪u, A u⟫` and `⟪v, A v⟫` differ by at most `‖A‖ ε (2‖u‖ + ε)`. -/
theorem expectation_error (A : F →L[ℂ] F) {u v : F} {ε : ℝ} (huv : ‖u - v‖ ≤ ε) :
    ‖⟪u, A u⟫_ℂ - ⟪v, A v⟫_ℂ‖ ≤ ‖A‖ * ε * (2 * ‖u‖ + ε) := by
  have hε : 0 ≤ ε := (norm_nonneg _).trans huv
  have hv : ‖v‖ ≤ ‖u‖ + ε := by
    have h1 := norm_sub_norm_le v u
    rw [norm_sub_rev] at h1
    linarith
  -- split the change into a bra part and a ket part
  have split : ⟪u, A u⟫_ℂ - ⟪v, A v⟫_ℂ = ⟪u - v, A u⟫_ℂ + ⟪v, A (u - v)⟫_ℂ := by
    rw [map_sub, inner_sub_left, inner_sub_right]
    ring
  rw [split]
  calc ‖⟪u - v, A u⟫_ℂ + ⟪v, A (u - v)⟫_ℂ‖
      ≤ ‖⟪u - v, A u⟫_ℂ‖ + ‖⟪v, A (u - v)⟫_ℂ‖ := norm_add_le _ _
    _ ≤ ‖u - v‖ * ‖A u‖ + ‖v‖ * ‖A (u - v)‖ :=
        add_le_add (norm_inner_le_norm _ _) (norm_inner_le_norm _ _)
    _ ≤ ‖u - v‖ * (‖A‖ * ‖u‖) + ‖v‖ * (‖A‖ * ‖u - v‖) := by
        gcongr
        · exact A.le_opNorm u
        · exact A.le_opNorm (u - v)
    _ ≤ ε * (‖A‖ * ‖u‖) + (‖u‖ + ε) * (‖A‖ * ε) := by gcongr
    _ = ‖A‖ * ε * (2 * ‖u‖ + ε) := by ring

/-- If the Gram matrices are equal and two pseudo states differ by at most `ε` in norm, the values
of `⟪r, A r⟫` at the two restored states `r`, not necessarily normalised, differ by at most
`‖A‖ ε (2‖p‖ + ε)`, where `A` is a bounded operator and `p` is the first pseudo state. -/
theorem restored_expectation_error {t : ι → E} {a : ι → F} (h : SameGram t a)
    (A : F →L[ℂ] F) (c d : ι → ℂ) {ε : ℝ} (hcd : ‖combine t c - combine t d‖ ≤ ε) :
    ‖⟪combine a c, A (combine a c)⟫_ℂ - ⟪combine a d, A (combine a d)⟫_ℂ‖
      ≤ ‖A‖ * ε * (2 * ‖combine t c‖ + ε) := by
  have hn := (sameGram_iff_norm t a).1 h
  rw [← map_sub, hn, map_sub] at hcd
  rw [hn c]
  exact expectation_error A hcd

omit [Fintype ι] in
/-- For every nonzero vector `u` and every `ε ≥ 0` there is a vector `v` at distance exactly `ε`
from `u` such that, with `A` the identity operator, `⟪u, A u⟫` and `⟪v, A v⟫` differ in modulus by
exactly `‖A‖ ε (2‖u‖ + ε)`. -/
theorem expectation_error_sharp {u : F} (hu : u ≠ 0) {ε : ℝ} (hε : 0 ≤ ε) :
    ∃ v : F, ‖u - v‖ = ε ∧
      ‖⟪u, ContinuousLinearMap.id ℂ F u⟫_ℂ - ⟪v, ContinuousLinearMap.id ℂ F v⟫_ℂ‖
        = ‖ContinuousLinearMap.id ℂ F‖ * ε * (2 * ‖u‖ + ε) := by
  have : Nontrivial F := ⟨u, 0, hu⟩
  have hn : 0 < ‖u‖ := norm_pos_iff.2 hu
  have sq : ∀ x : F, ⟪x, x⟫_ℂ = ((‖x‖ ^ 2 : ℝ) : ℂ) := fun x => by
    push_cast
    exact inner_self_eq_norm_sq_to_K x
  have hq : 0 ≤ ε / ‖u‖ := by positivity
  refine ⟨((1 + ε / ‖u‖ : ℝ) : ℂ) • u, ?_, ?_⟩
  · have e : u - ((1 + ε / ‖u‖ : ℝ) : ℂ) • u = -(((ε / ‖u‖ : ℝ) : ℂ) • u) := by
      rw [Complex.ofReal_add, Complex.ofReal_one]
      module
    rw [e, norm_neg, norm_smul, Complex.norm_real, Real.norm_eq_abs, abs_of_nonneg hq,
      div_mul_cancel₀ _ hn.ne']
  · have hv : ‖((1 + ε / ‖u‖ : ℝ) : ℂ) • u‖ = ‖u‖ + ε := by
      rw [norm_smul, Complex.norm_real, Real.norm_eq_abs, abs_of_nonneg (by linarith),
        add_mul, one_mul, div_mul_cancel₀ _ hn.ne']
    rw [ContinuousLinearMap.id_apply, ContinuousLinearMap.id_apply, sq, sq, hv,
      ← Complex.ofReal_sub, Complex.norm_real, Real.norm_eq_abs, ContinuousLinearMap.norm_id,
      show ‖u‖ ^ 2 - (‖u‖ + ε) ^ 2 = -(1 * ε * (2 * ‖u‖ + ε)) by ring, abs_neg,
      abs_of_nonneg (by positivity)]

/-- In `ℂ²` the non-orthogonal pseudo functions `(1, 0)`, `(1, 1)` and the partners `(0, 1)`,
`(i, 1)` have equal Gram matrices. -/
theorem sameGram_witness :
    SameGram (![!₂[1, 0], !₂[1, 1]] : Fin 2 → EuclideanSpace ℂ (Fin 2))
      (![!₂[0, 1], !₂[Complex.I, 1]] : Fin 2 → EuclideanSpace ℂ (Fin 2)) := by
  intro i j
  -- expand the overlaps into components before evaluating the four entries
  simp only [PiLp.inner_apply, Fin.sum_univ_two]
  fin_cases i <;> fin_cases j <;> simp

end

end PseudoRestoration
```

```lean
#print axioms PseudoRestoration.existsUnique_restoration
#print axioms PseudoRestoration.restored_expectation_error
#print axioms PseudoRestoration.expectation_error_sharp
```

```
'PseudoRestoration.existsUnique_restoration' depends on axioms: [propext, Classical.choice, Quot.sound]
'PseudoRestoration.restored_expectation_error' depends on axioms: [propext, Classical.choice, Quot.sound]
'PseudoRestoration.expectation_error_sharp' depends on axioms: [propext, Classical.choice, Quot.sound]
```

## States, overlaps and the restoration map in Lean

The pseudo functions are a family `t : ι → E` and the partners a family `a : ι → F`, where `E` and `F` are complex inner-product spaces. They may be the same space, and neither has to be complete or finite-dimensional. The index type `ι` is finite, so every combination is a finite sum. The inner product `⟪x, y⟫_ℂ` is conjugate-linear in the first argument and linear in the second, as in Dirac notation.

`SameGram t a` says that $\langle t_i,t_j\rangle=\langle a_i,a_j\rangle$ for all $i,j$. `combine t c` is the state $\sum_i c_i t_i$, and `combine a c` is its restored counterpart with the same coefficients.

`existsUnique_restoration` states that, if the Gram matrices are equal, exactly one linear isometric isomorphism $R$ from the span of the $t_i$ onto the span of the $a_i$ has this property: whenever a state $x$ can be written as $\sum_i c_i t_i$, its image is $\sum_i c_i a_i$. The condition covers every coefficient vector that represents $x$, which is how the statement expresses independence of the representation.

`restored_expectation_error` takes two coefficient vectors $c,d$ whose pseudo states differ by at most $\varepsilon$ in norm. With $u=\sum_i c_i a_i$ and $v=\sum_i d_i a_i$, it gives

$$|\langle u,Au\rangle-\langle v,Av\rangle|\le \|A\|\,\varepsilon\,(2\|u\|+\varepsilon).$$

In the Lean statement the norm on the right is that of the pseudo state, which equals $\|u\|$. The operator `A : F →L[ℂ] F` is bounded and need not be Hermitian, so the difference may be complex and its modulus is estimated.

## Overlap conservation as the physical hypothesis

In electronic structure, the result bears on properties computed after a pseudopotential calculation, when smooth functions are replaced by partners with the correct structure near the nucleus; it applies to finite families with exactly equal overlaps and to bounded observables. In such calculations the pseudo state is commonly expanded in plane waves and only its part near each nucleus is replaced; in the model here the whole state is a combination of the $t_i$.

The Gram condition stands for a generalised norm conservation. If each $t_i$ coincides with $a_i$ outside a core radius, equality of the full overlaps amounts to equality of the overlap integrals inside it. Conserving the norm of each function separately fixes only the diagonal entries. That is not enough: with $t_1=t_2$ a unit vector and $a_1,a_2$ orthonormal, the zero vector $t_1-t_2$ would be sent to the nonzero vector $a_1-a_2$.

The equality of overlaps is a hypothesis, not something derived from a potential, and families whose overlaps agree only approximately are not treated. The number $\varepsilon$ is also given from outside: it measures the distance between two pseudo states, and nothing here estimates how good either of them is.

An operator such as $1/r^3$ is unbounded, so the estimate does not apply to it directly. If all its matrix elements between the $a_i$ are finite, they define an operator on the span of the $a_i$, which is bounded because this span is finite-dimensional. The estimate then holds with the norm of that operator, which depends on the chosen partners. The expressions $\langle u,Au\rangle$ are not divided by $\langle u,u\rangle$, so they are expectation values in the usual sense only for unit vectors. If both states are normalised, the same splitting as in the derivation below gives the smaller bound $2\|A\|\varepsilon$.

## From equal overlaps to a well-defined isometry

For any coefficients $c,d$, expanding both sums gives

$$\Big\langle \sum_i c_i t_i,\sum_j d_j t_j\Big\rangle=\sum_{i,j}\overline{c_i}\,d_j\,\langle t_i,t_j\rangle=\sum_{i,j}\overline{c_i}\,d_j\,\langle a_i,a_j\rangle=\Big\langle \sum_i c_i a_i,\sum_j d_j a_j\Big\rangle .$$

This is `inner_combine`: `simp` expands the sums and replaces the overlaps. Setting $d=c$ and taking square roots shows that corresponding combinations have equal norms.

The converse also holds, and `sameGram_iff_norm` contains both directions. Polarization expresses an overlap through norms:

$$\langle x,y\rangle=\tfrac14\left(\|x+y\|^2-\|x-y\|^2+i\|x-iy\|^2-i\|x+iy\|^2\right).$$

When $x$ and $y$ are combinations of the $t_i$, so is every vector on the right. Equal norms for all combinations therefore imply equal overlaps for all combinations. Coefficient vectors with a single entry 1, written `Pi.single i 1`, then pick out the Gram matrix entries.

Now suppose that $c$ and $d$ represent the same pseudo state. By linearity and equality of norms,

$$0=\Big\|\sum_i(c_i-d_i)t_i\Big\|=\Big\|\sum_i(c_i-d_i)a_i\Big\|,$$

so they also represent the same restored state. The argument runs equally well backwards, which gives the equivalence `combine_eq_iff`. Linear dependence among the $t_i$ is harmless, because the $a_i$ satisfy exactly the same linear relations.

To build $R$, choose for each $x$ in the span some coefficients $g(x)$ with $\sum_i g(x)_i t_i=x$, and set $R(x)=\sum_i g(x)_i a_i$. Such coefficients exist by `range_combine`, which identifies the set of all combinations with the span. The choice $g$ need not be linear, but $g(x+y)$ and $g(x)+g(y)$ represent the same pseudo state and hence the same restored state, so $R(x+y)=R(x)+R(y)$. Scalar multiples work in the same way. In Lean, `wd` is the implication from equal pseudo states to equal restored states, and it supplies both steps.

Equality of norms makes $R$ an isometry. It is onto, because any $\sum_i c_i a_i$ is the image of $\sum_i c_i t_i$. It is unique, because the required property fixes the value at every $x$.

## Bounding the change in an expectation value

Let $\|u-v\|\le\varepsilon$. Adding and subtracting $\langle v,Au\rangle$ gives

$$\langle u,Au\rangle-\langle v,Av\rangle=\langle u-v,Au\rangle+\langle v,A(u-v)\rangle .$$

The triangle inequality, Cauchy–Schwarz and $\|Ax\|\le\|A\|\|x\|$ bound the modulus by

$$\|u-v\|\,\|A\|\,\|u\|+\|v\|\,\|A\|\,\|u-v\|.$$

Since $\|v\|\le\|u\|+\varepsilon$, this is at most

$$\varepsilon\|A\|\|u\|+(\|u\|+\varepsilon)\|A\|\varepsilon=\|A\|\,\varepsilon\,(2\|u\|+\varepsilon).$$

The `calc` block in `expectation_error` follows these lines in order, with `gcongr` inserting the estimates into the products. `restored_expectation_error` first uses the equality of norms to turn the distance between the pseudo states into the distance between the restored states, and then applies this bound.

`expectation_error_sharp` shows that the general bound can be attained. For $u\ne0$ and $\varepsilon\ge0$, take $A$ to be the identity and $v=(1+\varepsilon/\|u\|)u$. Then $\|u-v\|=\varepsilon$ and $\|v\|=\|u\|+\varepsilon$, so

$$\big|\|u\|^2-\|v\|^2\big|=\varepsilon(2\|u\|+\varepsilon),$$

which is the bound, because $\|A\|=1$. The whole difference comes from the change of norm; after normalisation both states give the identity the expectation value 1.

## One function, zero error and a pair in two dimensions

With a single pseudo function $t$ and partner $a$, the Gram condition reduces to $\|t\|=\|a\|$, and restoration is $ct\mapsto ca$. If $t$ and $a$ coincide outside the core radius, this condition is ordinary norm conservation. If $t=0$, then $a=0$ as well, and both spans contain only the zero vector.

At $\varepsilon=0$ the two pseudo states coincide and the bound forces equal restored expectation values. For small $\varepsilon$ and fixed $u$, its leading term is $2\|A\|\|u\|\varepsilon$.

`sameGram_witness` gives a non-orthogonal example in $\mathbb C^2$. The pseudo functions $(1,0),(1,1)$ and the partners $(0,1),(i,1)$ both have the Gram matrix

$$\begin{pmatrix}1&1\\1&2\end{pmatrix}.$$

The second vector in each family has norm $\sqrt2$, so the overlap after normalisation is $1/\sqrt2$ in both. The Lean proof writes the inner products in components and checks the four entries. Here restoration acts on all of $\mathbb C^2$ as $(x,y)\mapsto(iy,x)$, an exchange of components with a phase.
